# The Yukawa screening error of finitely many point charges has slope −Q at zero screening

## Why does my ion converge more slowly than my neutral molecule?

I approximate the Coulomb potential of an isolated set of point charges by replacing $1/r$ with $e^{-mr}/r$ and making $m$ small. At a fixed field point, halving $m$ cuts the error by about four for a neutral molecule, but only by about two for an ion. Is something wrong with my ion calculation, and can I get the faster convergence back?

## The total charge sets the linear error

The factor of two is what a net charge produces. Let charges $q_i$ lie at distances $r_i>0$ from the field point, with total charge $Q=\sum_i q_i$. In units where a unit charge has potential $1/r$, define
$$V(m)=\sum_i \frac{q_i e^{-mr_i}}{r_i},\qquad V_0=\sum_i\frac{q_i}{r_i},\qquad D(m)=V(m)-V_0.$$
As $m\to0^+$, $D(m)/m\to-Q$. If $Q=0$, then $D(m)/m^2\to\frac12\sum_i q_ir_i$; if $Q\neq0$, $D(m)/m^2$ has no finite limit. The combination $2V(m)-V(2m)$ removes the linear error for any $Q$.

**Bounds on the exponential.** Let $t\ge0$. First, $e^{-t}\ge1-t$. Also $e^t\ge1+t+t^2/2$, so
$$e^{-t}(1+t+t^2/2)\le1\le1+t^4/4=(1-t+t^2/2)(1+t+t^2/2),$$
and hence $e^{-t}\le1-t+t^2/2$. Together these give $|e^{-t}-1+t|\le t^2/2$.

Next, $g(t)=e^{-t}-1+t-t^2/2+t^3/6$ has $g(0)=0$ and $g'(t)=-e^{-t}+1-t+t^2/2\ge0$, so $g(t)\ge0$. With the previous upper bound, this gives $|e^{-t}-1+t-t^2/2|\le t^3/6$.

**Sum over the charges.** Since
$$D(m)+mQ=\sum_i q_i\,\frac{e^{-mr_i}-1+mr_i}{r_i},$$
setting $t=mr_i$ in each term gives
$$|D(m)+mQ|\le\frac{m^2}{2}\sum_i|q_i|r_i.$$
The second bound gives in the same way
$$\Big|D(m)+mQ-\frac{m^2}{2}\sum_i q_ir_i\Big|\le\frac{m^3}{6}\sum_i|q_i|r_i^2.$$

**Limits.** Dividing the first estimate by $m$ leaves an error of order $m$ around $-Q$. For $Q=0$, dividing the second by $m^2$ leaves an error of order $m$ around $\frac12\sum_i q_ir_i$. Conversely, if $D(m)/m^2\to L$, then $D(m)/m=m\cdot D(m)/m^2\to0$, so $Q=0$.

**Extrapolation.** The linear terms cancel in
$$2V(m)-V(2m)-V_0=2\,[D(m)+mQ]-[D(2m)+2mQ].$$
The two brackets contribute at most $m^2\sum_i|q_i|r_i$ and $2m^2\sum_i|q_i|r_i$, so the error is at most $3m^2\sum_i|q_i|r_i$.

For Poisson solvers in electronic structure, this identifies the part of the screening error that is linear in $m$ and fixed by the total charge, in a model of finitely many point charges seen from one fixed point.

### The Lean statements in physical terms

The finite type `ι` labels the charges, and `q` and `r` give their real values and distances. The functions `screenedPotential`, `coulombPotential` and `screeningError` are $V(m)$, $V_0$ and $D(m)$. The hypothesis `hr` keeps the field point off every charge, and `𝓝[>] 0` means that $m$ approaches zero through positive values.

`quadratic_error_iff_neutral` says that a finite limit of $D(m)/m^2$ exists if and only if $Q=0$. That limit may itself be zero, in which case the neutral error is negligible compared with $m^2$ as $m\to0^+$; it can even vanish for every $m$, as it does midway between two opposite charges of equal size. The finite-$m$ bounds, including `extrapolation_error`, hold for every $m\ge0$.

The distances are given directly, not computed from positions. Both potentials are those of free space, vanishing at infinity; periodic cells and other boundary conditions are not covered, nor are continuous densities and grid errors.

```lean
import Mathlib

open Filter Topology

namespace ScreenedPoisson

noncomputable section

variable {ι : Type*} [Fintype ι]

/-- Total charge `Q` of the system. -/
def totalCharge (q : ι → ℝ) : ℝ := ∑ i, q i

/-- Coulomb potential at the field point of charges `q i` at distances `r i > 0`. -/
def coulombPotential (q r : ι → ℝ) : ℝ := ∑ i, q i / r i

/-- Screened (Yukawa) potential at the field point, with screening parameter `m`,
of charges `q i` at distances `r i > 0`. -/
def screenedPotential (q r : ι → ℝ) (m : ℝ) : ℝ :=
  ∑ i, q i * Real.exp (-(m * r i)) / r i

/-- Screening error: the screened potential minus the Coulomb potential,
for distances `r i > 0`. -/
def screeningError (q r : ι → ℝ) (m : ℝ) : ℝ :=
  screenedPotential q r m - coulombPotential q r

/-- The screening error as a single sum over the charges. -/
theorem screeningError_eq (q r : ι → ℝ) (m : ℝ) :
    screeningError q r m = ∑ i, q i * (Real.exp (-(m * r i)) - 1) / r i := by
  unfold screeningError screenedPotential coulombPotential
  rw [← Finset.sum_sub_distrib]
  exact Finset.sum_congr rfl fun i _ => by ring

/-- For `t ≥ 0` the screening factor `exp (-t)` differs from `1 - t` by at most `t ^ 2 / 2`. -/
theorem exp_neg_first_order {t : ℝ} (ht : 0 ≤ t) :
    |Real.exp (-t) - 1 + t| ≤ t ^ 2 / 2 := by
  have h1 := Real.add_one_le_exp (-t)
  have h2 : Real.exp (-t) ≤ 1 - t + t ^ 2 / 2 := by
    have h3 := Real.quadratic_le_exp_of_nonneg ht
    have h4 : Real.exp (-t) * Real.exp t = 1 := by
      rw [← Real.exp_add]; simp
    have h5 := mul_le_mul_of_nonneg_left h3 (Real.exp_pos (-t)).le
    -- compare after multiplication by the positive number 1 + t + t²/2
    refine le_of_mul_le_mul_right
      (?_ : _ * (1 + t + t ^ 2 / 2) ≤ _ * (1 + t + t ^ 2 / 2)) (by positivity)
    nlinarith [sq_nonneg (t ^ 2)]
  rw [abs_le]
  constructor <;> nlinarith [sq_nonneg t]

/-- For `t ≥ 0` the screening factor `exp (-t)` differs from `1 - t + t ^ 2 / 2` by at most
`t ^ 3 / 6`. -/
theorem exp_neg_second_order {t : ℝ} (ht : 0 ≤ t) :
    |Real.exp (-t) - 1 + t - t ^ 2 / 2| ≤ t ^ 3 / 6 := by
  have hd : ∀ x : ℝ, HasDerivAt
      (fun s : ℝ => Real.exp (-s) - 1 + s - s ^ 2 / 2 + s ^ 3 / 6)
      (-Real.exp (-x) + 1 - x + x ^ 2 / 2) x := by
    intro x
    have h1 : HasDerivAt (fun s : ℝ => Real.exp (-s)) (-Real.exp (-x)) x := by
      simpa using (hasDerivAt_neg x).exp
    have h2 := (((h1.sub_const 1).fun_add (hasDerivAt_id' x)).fun_sub
      ((hasDerivAt_pow 2 x).div_const 2)).fun_add ((hasDerivAt_pow 3 x).div_const 6)
    refine h2.congr_deriv ?_
    norm_num
    ring
  -- the first-order bound says that this derivative is nonnegative
  have hm := monotoneOn_of_deriv_nonneg (convex_Ici (0 : ℝ))
    (fun x _ => (hd x).continuousAt.continuousWithinAt)
    (fun x _ => (hd x).differentiableAt.differentiableWithinAt)
    (fun x hx => by
      rw [interior_Ici] at hx
      rw [(hd x).deriv]
      have := (abs_le.mp (exp_neg_first_order (Set.mem_Ioi.mp hx).le)).2
      linarith)
  have h0 := hm (Set.mem_Ici.mpr le_rfl) (Set.mem_Ici.mpr ht) ht
  have hz : Real.exp (-(0 : ℝ)) = 1 := by simp
  simp only [hz] at h0
  have hu := (abs_le.mp (exp_neg_first_order ht)).2
  have ht3 : 0 ≤ t ^ 3 := by positivity
  rw [abs_le]
  constructor <;> linarith

/-- At finite screening `m ≥ 0` and distances `r i > 0`, the screening error equals `-m Q`
up to an explicit term quadratic in `m`. -/
theorem screeningError_first_order (q r : ι → ℝ) (hr : ∀ i, 0 < r i) {m : ℝ} (hm : 0 ≤ m) :
    |screeningError q r m + m * totalCharge q| ≤ m ^ 2 / 2 * ∑ i, |q i| * r i := by
  have hsum : screeningError q r m + m * totalCharge q =
      ∑ i, q i * ((Real.exp (-(m * r i)) - 1 + m * r i) / r i) := by
    rw [screeningError_eq, totalCharge, Finset.mul_sum, ← Finset.sum_add_distrib]
    refine Finset.sum_congr rfl fun i _ => ?_
    have hi := mul_inv_cancel₀ (hr i).ne'
    linear_combination (-(m * q i)) * hi
  rw [hsum, Finset.mul_sum]
  refine (Finset.abs_sum_le_sum_abs _ _).trans (Finset.sum_le_sum fun i _ => ?_)
  have hp := hr i
  have hi := mul_inv_cancel₀ hp.ne'
  have hb := exp_neg_first_order (mul_nonneg hm hp.le)
  rw [abs_mul, abs_div, abs_of_pos hp]
  calc |q i| * (|Real.exp (-(m * r i)) - 1 + m * r i| / r i)
      ≤ |q i| * ((m * r i) ^ 2 / 2 / r i) := by gcongr
    _ = m ^ 2 / 2 * (|q i| * r i) := by
      linear_combination (|q i| * m ^ 2 * r i / 2) * hi

/-- At finite screening `m ≥ 0` and distances `r i > 0`, the screening error equals
`-m Q + (m ^ 2 / 2) ∑ q i * r i` up to an explicit term cubic in `m`. -/
theorem screeningError_second_order (q r : ι → ℝ) (hr : ∀ i, 0 < r i) {m : ℝ} (hm : 0 ≤ m) :
    |screeningError q r m + m * totalCharge q - m ^ 2 * (1 / 2 * ∑ i, q i * r i)| ≤
      m ^ 3 / 6 * ∑ i, |q i| * r i ^ 2 := by
  have hsum : screeningError q r m + m * totalCharge q - m ^ 2 * (1 / 2 * ∑ i, q i * r i) =
      ∑ i, q i * ((Real.exp (-(m * r i)) - 1 + m * r i - (m * r i) ^ 2 / 2) / r i) := by
    rw [screeningError_eq, totalCharge, Finset.mul_sum, Finset.mul_sum, Finset.mul_sum,
      ← Finset.sum_add_distrib, ← Finset.sum_sub_distrib]
    refine Finset.sum_congr rfl fun i _ => ?_
    have hi := mul_inv_cancel₀ (hr i).ne'
    linear_combination (m ^ 2 * q i * r i / 2 - m * q i) * hi
  rw [hsum, Finset.mul_sum]
  refine (Finset.abs_sum_le_sum_abs _ _).trans (Finset.sum_le_sum fun i _ => ?_)
  have hp := hr i
  have hi := mul_inv_cancel₀ hp.ne'
  have hb := exp_neg_second_order (mul_nonneg hm hp.le)
  rw [abs_mul, abs_div, abs_of_pos hp]
  calc |q i| * (|Real.exp (-(m * r i)) - 1 + m * r i - (m * r i) ^ 2 / 2| / r i)
      ≤ |q i| * ((m * r i) ^ 3 / 6 / r i) := by gcongr
    _ = m ^ 3 / 6 * (|q i| * r i ^ 2) := by
      linear_combination (|q i| * m ^ 3 * r i ^ 2 / 6) * hi

/-- A quantity that differs from `L` by at most `C * m` for all `m > 0` tends to `L`
as `m` tends to zero from above. -/
theorem tendsto_of_linear_error {f : ℝ → ℝ} {L C : ℝ}
    (h : ∀ m, 0 < m → |f m - L| ≤ C * m) : Tendsto f (𝓝[>] 0) (𝓝 L) := by
  have hC : Tendsto (fun m : ℝ => C * m) (𝓝[>] 0) (𝓝 0) := by
    have h0 : Tendsto (fun m : ℝ => C * m) (𝓝 0) (𝓝 (C * 0)) :=
      (continuous_const.mul continuous_id).tendsto 0
    rw [mul_zero] at h0
    exact h0.mono_left nhdsWithin_le_nhds
  rw [tendsto_iff_norm_sub_tendsto_zero]
  refine squeeze_zero' (Eventually.of_forall fun _ => norm_nonneg _) ?_ hC
  filter_upwards [self_mem_nhdsWithin] with m hm
  rw [Real.norm_eq_abs]
  exact h m hm

/-- For charges at distances `r i > 0`, the screening error divided by `m` tends to minus the
total charge as the screening is removed. -/
theorem screeningError_div_tendsto (q r : ι → ℝ) (hr : ∀ i, 0 < r i) :
    Tendsto (fun m => screeningError q r m / m) (𝓝[>] 0) (𝓝 (-totalCharge q)) := by
  refine tendsto_of_linear_error (C := 1 / 2 * ∑ i, |q i| * r i) fun m hm => ?_
  have hb := screeningError_first_order q r hr hm.le
  have he : screeningError q r m / m - -totalCharge q =
      (screeningError q r m + m * totalCharge q) / m := by
    rw [add_div, mul_div_cancel_left₀ _ hm.ne']; ring
  rw [he, abs_div, abs_of_pos hm, div_le_iff₀ hm]
  linarith

/-- For a neutral system of charges at distances `r i > 0`, the screening error divided by
`m ^ 2` tends to half the sum of `q i * r i` as the screening is removed. -/
theorem screeningError_div_sq_tendsto (q r : ι → ℝ) (hr : ∀ i, 0 < r i)
    (hQ : totalCharge q = 0) :
    Tendsto (fun m => screeningError q r m / m ^ 2) (𝓝[>] 0)
      (𝓝 (1 / 2 * ∑ i, q i * r i)) := by
  refine tendsto_of_linear_error (C := 1 / 6 * ∑ i, |q i| * r i ^ 2) fun m hm => ?_
  have hb := screeningError_second_order q r hr hm.le
  rw [hQ, mul_zero, add_zero] at hb
  have hm2 : 0 < m ^ 2 := by positivity
  have he : screeningError q r m / m ^ 2 - 1 / 2 * ∑ i, q i * r i =
      (screeningError q r m - m ^ 2 * (1 / 2 * ∑ i, q i * r i)) / m ^ 2 := by
    rw [sub_div, mul_div_cancel_left₀ _ hm2.ne']
  rw [he, abs_div, abs_of_pos hm2, div_le_iff₀ hm2]
  linarith

/-- For charges at distances `r i > 0`, the screening error divided by `m ^ 2` has a finite
limit as the screening is removed if and only if the system is neutral. -/
theorem quadratic_error_iff_neutral (q r : ι → ℝ) (hr : ∀ i, 0 < r i) :
    (∃ L, Tendsto (fun m => screeningError q r m / m ^ 2) (𝓝[>] 0) (𝓝 L)) ↔
      totalCharge q = 0 := by
  refine ⟨fun ⟨L, hL⟩ => ?_, fun hQ => ⟨_, screeningError_div_sq_tendsto q r hr hQ⟩⟩
  have h0 : Tendsto (fun m : ℝ => m) (𝓝[>] 0) (𝓝 0) :=
    tendsto_id.mono_left nhdsWithin_le_nhds
  -- a finite quadratic coefficient forces the linear coefficient to vanish
  have h1 : Tendsto (fun m => screeningError q r m / m) (𝓝[>] 0) (𝓝 (L * 0)) := by
    refine (hL.mul h0).congr' ?_
    filter_upwards [self_mem_nhdsWithin] with m hm
    have hm' : m ≠ 0 := (Set.mem_Ioi.mp hm).ne'
    field_simp
  have h2 := tendsto_nhds_unique h1 (screeningError_div_tendsto q r hr)
  linarith

/-- Extrapolation from the screening parameters `m ≥ 0` and `2 * m` reproduces the Coulomb
potential of charges at distances `r i > 0` up to `3 * m ^ 2 * ∑ |q i| * r i`, for any total
charge. -/
theorem extrapolation_error (q r : ι → ℝ) (hr : ∀ i, 0 < r i) {m : ℝ} (hm : 0 ≤ m) :
    |2 * screenedPotential q r m - screenedPotential q r (2 * m) - coulombPotential q r| ≤
      3 * m ^ 2 * ∑ i, |q i| * r i := by
  -- the terms linear in m cancel between the two screening parameters
  have h1 := abs_le.mp (screeningError_first_order q r hr hm)
  have h2 := abs_le.mp (screeningError_first_order q r hr (m := 2 * m) (by positivity))
  unfold screeningError at h1 h2
  rw [abs_le]
  constructor <;> linarith [h1.1, h1.2, h2.1, h2.2]

end

end ScreenedPoisson
```

```lean
#print axioms ScreenedPoisson.quadratic_error_iff_neutral
#print axioms ScreenedPoisson.extrapolation_error
```

```
'ScreenedPoisson.quadratic_error_iff_neutral' depends on axioms: [propext, Classical.choice, Quot.sound]
'ScreenedPoisson.extrapolation_error' depends on axioms: [propext, Classical.choice, Quot.sound]
```

### From the estimates to the Lean proof

`exp_neg_first_order` and `exp_neg_second_order` are the two exponential bounds; the second obtains $g(t)\ge0$ from `monotoneOn_of_deriv_nonneg`. After `screeningError_eq` merges the two potentials into one sum, `screeningError_first_order` and `screeningError_second_order` apply the triangle inequality and bound each charge's term with `gcongr`. There `linear_combination` does the algebra, using $r_ir_i^{-1}=1$.

`tendsto_of_linear_error` is the squeeze argument behind both limits, `screeningError_div_tendsto` and `screeningError_div_sq_tendsto`. The converse multiplies the assumed limit by $m\to0$ and compares the result with $-Q$ through `tendsto_nhds_unique`. For the extrapolation, `linarith` combines the first-order bounds at $m$ and $2m$.
